# The first-order free-energy shift of a finite spectrum errs by at most $W^2/(8k_BT)$ when the level shifts span a width $W$

To get the free energy of a corrected list of energy levels, I keep the Boltzmann weights of the old list, average the corrections with them, and add that average to the old free energy. The Gibbs–Bogoliubov inequality tells me that the result is never too low. It doesn't tell me how far too high it may be.

My corrections differ from one another by at most half of $k_BT$, but there are thousands of levels, some nearly degenerate. Can many small reshufflings of the weights add up to a large error? And is there a bound that needs only the spread of the corrections?

## The spread sets the bound, whatever the number of levels

They can't add up in that way. Let the old levels be $E_i$ and the new ones $E_i+V_i$, with $i$ in a finite nonempty set. Write $b=1/k_BT>0$ (textbooks usually write $\beta$), and suppose that every $V_i$ lies in $[a,a+W]$. Then the error is at most $bW^2/8$. For your $W=k_BT/2$ that is $k_BT/32$, with no dependence on the number of levels or their spacing.

To derive this, switch the corrections on gradually with a coupling $t\ge 0$:

$$Z(t)=\sum_i e^{-b(E_i+tV_i)},\qquad F(t)=-\frac1b\ln Z(t),\qquad \langle A\rangle_t=\frac1{Z(t)}\sum_i A_i\,e^{-b(E_i+tV_i)}.$$

Each derivative in $t$ brings down a factor $-bV_i$, so $Z'=-bZ\langle V\rangle_t$ and

$$F'(t)=-\frac{1}{b}\frac{Z'(t)}{Z(t)}=\langle V\rangle_t .$$

The quotient rule gives

$$\frac{d}{dt}\langle V\rangle_t=-b\langle V^2\rangle_t+b\langle V\rangle_t^2=-b\,\mathrm{Var}_t(V).$$

Now bound the variance. It is nonnegative, as the average of $(V_i-m)^2$ with $m=\langle V\rangle_t$. For the upper side, average the inequality $(V_i-a)(a+W-V_i)\ge0$. This yields $\langle V^2\rangle_t\le(2a+W)m-a(a+W)$, hence

$$\mathrm{Var}_t(V)\le(m-a)(a+W-m)=\frac{W^2}{4}-\Big(m-a-\frac W2\Big)^2\le\frac{W^2}{4}.$$

The mean therefore drifts by at most $|\langle V\rangle_t-\langle V\rangle_0|\le bW^2t/4$. Integrating once more,

$$\big|F(t)-F(0)-t\langle V\rangle_0\big|\le\int_0^t\frac{bW^2}{4}s\,ds=\frac{bW^2t^2}{8}.$$

At $t=1$ this gives $F(1)-F(0)\ge\langle V\rangle_0-bW^2/8$. The Gibbs–Bogoliubov inequality $F(1)-F(0)\le\langle V\rangle_0$ follows by hand from the sign of the variance, since $\langle V\rangle_t$ never increases.

It is tempting to stop at the second-order term and take $\tfrac b2\mathrm{Var}_0(V)$ as a bound. Take $E=(0,\Delta)$ and $V=(0,-\Delta)$ with $b\Delta$ large. The upper level is almost empty at first, so $\mathrm{Var}_0(V)$ is tiny, yet the correction makes the pair degenerate and lowers the free energy by nearly $(\ln2)/b$. The variance at zero coupling alone therefore doesn't bound the error; the derivation above uses a bound that holds at every intermediate coupling.

## A degenerate pair shows that 1/8 is optimal

Split two levels at zero energy into $\pm W/2$. The first-order shift vanishes, and $Z$ goes from $2$ to $2\cosh(bW/2)$, so the free energy changes by $-\frac1b\ln\cosh(bW/2)$.

Suppose that the lower bound held with some $c<1/8$ in place of $1/8$. With $x=bW/2$ it would require $\ln\cosh x\le4cx^2$ for all $x>0$. Choose $x^2=d=1-8c$. From $\cosh x=1+2\sinh^2(x/2)\ge1+x^2/2$ and

$$\big(1-4cx^2\big)\Big(1+\frac{x^2}{2}\Big)=1+\frac{d^2+d^3}{4}>1,$$

where the first factor is $1-d(1-d)/2>0$, we get $1/\cosh x<1-4cx^2$. Since $\ln y\ge1-1/y$ for $y>0$, it follows that $\ln\cosh x>4cx^2$, a contradiction.

The Lean file contains both the bound and this example.

```lean
import Mathlib

open Set

namespace FirstOrderFreeEnergy

noncomputable section

variable {ι : Type*} [Fintype ι]

/-- The partition function of the spectrum `E` at inverse temperature `b`. -/
def partitionFn (b : ℝ) (E : ι → ℝ) : ℝ := ∑ i, Real.exp (-b * E i)

/-- The Gibbs average of the observable `A` in the spectrum `E`, for a nonempty set of levels. -/
def gibbsMean (b : ℝ) (E A : ι → ℝ) : ℝ :=
  (∑ i, A i * Real.exp (-b * E i)) / partitionFn b E

/-- The free energy of the spectrum `E`, for nonzero `b` and a nonempty set of levels. -/
def freeEnergy (b : ℝ) (E : ι → ℝ) : ℝ := -(1 / b) * Real.log (partitionFn b E)

/-- The spectrum `E` with the perturbation `V` switched on to strength `t`. -/
def coupled (E V : ι → ℝ) (t : ℝ) : ι → ℝ := fun i => E i + t * V i

omit [Fintype ι] in
/-- At zero coupling the spectrum is the unperturbed one. -/
theorem coupled_zero (E V : ι → ℝ) : coupled E V 0 = E := by
  funext i
  simp [coupled]

/-- Differentiating a Boltzmann-weighted sum in the coupling brings down a factor `-b V` in each
term. -/
theorem hasDerivAt_boltzmannSum (b : ℝ) (E V A : ι → ℝ) (t : ℝ) :
    HasDerivAt (fun s => ∑ i, A i * Real.exp (-b * coupled E V s i))
      (-b * ∑ i, A i * V i * Real.exp (-b * coupled E V t i)) t := by
  rw [Finset.mul_sum]
  apply HasDerivAt.fun_sum
  intro i _
  have h1 : HasDerivAt (fun s => -b * coupled E V s i) (-b * V i) t :=
    ((((hasDerivAt_id' t).mul_const (V i)).const_add (E i)).const_mul (-b)).congr_deriv
      (by ring)
  exact (h1.exp.const_mul (A i)).congr_deriv (by ring)

/-- The slope of the partition function in the coupling is `-b` times the Boltzmann-weighted sum
of the perturbation. -/
theorem hasDerivAt_partitionFn (b : ℝ) (E V : ι → ℝ) (t : ℝ) :
    HasDerivAt (fun s => partitionFn b (coupled E V s))
      (-b * ∑ i, V i * Real.exp (-b * coupled E V t i)) t := by
  simpa only [partitionFn, one_mul] using hasDerivAt_boltzmannSum b E V (fun _ => 1) t

variable [Nonempty ι]

/-- The partition function of a nonempty spectrum is positive. -/
theorem partitionFn_pos (b : ℝ) (E : ι → ℝ) : 0 < partitionFn b E :=
  Finset.sum_pos (fun _ _ => Real.exp_pos _) Finset.univ_nonempty

/-- The Gibbs average of a quadratic polynomial in `V` follows from the first two moments. -/
theorem gibbsMean_quadratic (b : ℝ) (E V : ι → ℝ) (c₀ c₁ c₂ : ℝ) :
    gibbsMean b E (fun i => c₀ + c₁ * V i + c₂ * V i ^ 2) =
      c₀ + c₁ * gibbsMean b E V + c₂ * gibbsMean b E (fun i => V i ^ 2) := by
  have h : ∑ i, (c₀ + c₁ * V i + c₂ * V i ^ 2) * Real.exp (-b * E i) =
      c₀ * partitionFn b E + c₁ * ∑ i, V i * Real.exp (-b * E i)
        + c₂ * ∑ i, V i ^ 2 * Real.exp (-b * E i) := by
    simp only [partitionFn, Finset.mul_sum, ← Finset.sum_add_distrib]
    exact Finset.sum_congr rfl fun i _ => by ring
  simp only [gibbsMean]
  rw [h, add_div, add_div, mul_div_assoc, mul_div_assoc, mul_div_assoc,
    div_self (partitionFn_pos b E).ne', mul_one]

/-- For nonzero `b`, the slope of the free energy in the coupling is the Gibbs average of the
perturbation at that coupling. -/
theorem hasDerivAt_freeEnergy {b : ℝ} (hb : b ≠ 0) (E V : ι → ℝ) (t : ℝ) :
    HasDerivAt (fun s => freeEnergy b (coupled E V s)) (gibbsMean b (coupled E V t) V) t := by
  have hne := (partitionFn_pos b (coupled E V t)).ne'
  refine (((hasDerivAt_partitionFn b E V t).log hne).const_mul (-(1 / b))).congr_deriv ?_
  simp only [gibbsMean]
  field_simp

/-- The average perturbation changes with the coupling at the rate `-b` times its variance. -/
theorem hasDerivAt_gibbsMean (b : ℝ) (E V : ι → ℝ) (t : ℝ) :
    HasDerivAt (fun s => gibbsMean b (coupled E V s) V)
      (-b * (gibbsMean b (coupled E V t) (fun i => V i ^ 2)
        - gibbsMean b (coupled E V t) V ^ 2)) t := by
  have hne := (partitionFn_pos b (coupled E V t)).ne'
  refine ((hasDerivAt_boltzmannSum b E V V t).fun_div
    (hasDerivAt_partitionFn b E V t) hne).congr_deriv ?_
  simp only [gibbsMean, ← pow_two]
  field_simp
  ring

/-- For `b > 0` and a perturbation with values in an interval of width `W`, switching it on to
strength `t ≥ 0` moves its Gibbs average by at most `b W² t / 4`. -/
theorem gibbsMean_drift {b a W t : ℝ} (hb : 0 < b) (E V : ι → ℝ)
    (hV : ∀ i, V i ∈ Icc a (a + W)) (ht : 0 ≤ t) :
    |gibbsMean b (coupled E V t) V - gibbsMean b E V| ≤ b * W ^ 2 / 4 * t := by
  have hnn : ∀ (s : ℝ) (A : ι → ℝ), (∀ i, 0 ≤ A i) → 0 ≤ gibbsMean b (coupled E V s) A :=
    fun s A hA => div_nonneg
      (Finset.sum_nonneg fun i _ => mul_nonneg (hA i) (Real.exp_pos _).le)
      (partitionFn_pos b _).le
  have hd := fun s => (hasDerivAt_gibbsMean b E V s).sub_const (gibbsMean b E V)
  -- the variance lies between 0 and W² / 4 at every coupling
  have hbound : ∀ s, ‖-b * (gibbsMean b (coupled E V s) (fun i => V i ^ 2)
      - gibbsMean b (coupled E V s) V ^ 2)‖ ≤ b * W ^ 2 / 4 := by
    intro s
    have h1 := hnn s (fun i => gibbsMean b (coupled E V s) V ^ 2
      + (-2 * gibbsMean b (coupled E V s) V) * V i + 1 * V i ^ 2)
      (fun i => by nlinarith [sq_nonneg (V i - gibbsMean b (coupled E V s) V)])
    have h2 := hnn s (fun i => -(a * (a + W)) + (2 * a + W) * V i + (-1) * V i ^ 2)
      (fun i => by
        nlinarith [mul_nonneg (sub_nonneg.2 (hV i).1) (sub_nonneg.2 (hV i).2)])
    rw [gibbsMean_quadratic] at h1 h2
    generalize gibbsMean b (coupled E V s) V = m at *
    generalize gibbsMean b (coupled E V s) (fun i => V i ^ 2) = q at *
    have h3 : 0 ≤ q - m ^ 2 := by nlinarith
    have h4 : q - m ^ 2 ≤ W ^ 2 / 4 := by nlinarith [sq_nonneg (m - a - W / 2)]
    have h5 := mul_nonneg hb.le h3
    have h6 := mul_le_mul_of_nonneg_left h4 hb.le
    rw [Real.norm_eq_abs, abs_le]
    constructor <;> nlinarith
  have hB : ∀ s : ℝ, HasDerivAt (fun s => b * W ^ 2 / 4 * s) (b * W ^ 2 / 4) s :=
    fun s => ((hasDerivAt_id' s).const_mul (b * W ^ 2 / 4)).congr_deriv (by ring)
  have hc : ContinuousOn (fun s => gibbsMean b (coupled E V s) V - gibbsMean b E V)
      (Icc 0 t) := fun s _ => (hd s).continuousAt.continuousWithinAt
  exact image_norm_le_of_norm_deriv_right_le_deriv_boundary hc
    (fun s _ => (hd s).hasDerivWithinAt) (by simp [coupled_zero]) hB
    (fun s _ => hbound s) (right_mem_Icc.2 ht)

/-- For `b > 0`, coupling `t ≥ 0` and a perturbation with values in an interval of width `W`,
first-order perturbation theory for the free energy errs by at most `b W² t² / 8`. -/
theorem firstOrder_error {b a W t : ℝ} (hb : 0 < b) (E V : ι → ℝ)
    (hV : ∀ i, V i ∈ Icc a (a + W)) (ht : 0 ≤ t) :
    |freeEnergy b (coupled E V t) - freeEnergy b E - t * gibbsMean b E V|
      ≤ b * W ^ 2 / 8 * (t * t) := by
  have hd : ∀ s, HasDerivAt
      (fun s => freeEnergy b (coupled E V s) - freeEnergy b E - s * gibbsMean b E V)
      (gibbsMean b (coupled E V s) V - gibbsMean b E V) s := fun s =>
    (((hasDerivAt_freeEnergy hb.ne' E V s).sub_const (freeEnergy b E)).fun_sub
      ((hasDerivAt_id' s).mul_const (gibbsMean b E V))).congr_deriv (by ring)
  have hB : ∀ s : ℝ, HasDerivAt (fun s => b * W ^ 2 / 8 * (s * s)) (b * W ^ 2 / 4 * s) s :=
    fun s => (((hasDerivAt_id' s).fun_mul (hasDerivAt_id' s)).const_mul
      (b * W ^ 2 / 8)).congr_deriv (by ring)
  have hc : ContinuousOn
      (fun s => freeEnergy b (coupled E V s) - freeEnergy b E - s * gibbsMean b E V)
      (Icc 0 t) := fun s _ => (hd s).continuousAt.continuousWithinAt
  -- integrate the drift of the average perturbation
  exact image_norm_le_of_norm_deriv_right_le_deriv_boundary hc
    (fun s _ => (hd s).hasDerivWithinAt) (by simp [coupled_zero]) hB
    (fun s hs => gibbsMean_drift hb E V hV hs.1) (right_mem_Icc.2 ht)

/-- For `b > 0` and a perturbation with values in an interval of width `W`, the free-energy
difference is at least the unperturbed average of the perturbation minus `b W² / 8`. -/
theorem freeEnergy_sub_ge {b a W : ℝ} (hb : 0 < b) (E V : ι → ℝ)
    (hV : ∀ i, V i ∈ Icc a (a + W)) :
    gibbsMean b E V - b * W ^ 2 / 8 ≤ freeEnergy b (fun i => E i + V i) - freeEnergy b E := by
  have h := (abs_le.1 (firstOrder_error hb E V hV zero_le_one)).1
  have h1 : coupled E V 1 = fun i => E i + V i := by
    funext i
    simp [coupled]
  rw [h1] at h
  linarith

/-- Splitting a degenerate pair of levels at zero energy by `± W / 2` changes the free energy by
`-(1 / b) log cosh (b W / 2)`, for nonzero `b`. -/
theorem freeEnergy_splitPair (b W : ℝ) :
    freeEnergy b ![W / 2, -(W / 2)] - freeEnergy b ![0, 0] =
      -(1 / b) * Real.log (Real.cosh (b * W / 2)) := by
  have h1 : partitionFn b ![W / 2, -(W / 2)] = 2 * Real.cosh (b * W / 2) := by
    have e1 : -b * (W / 2) = -(b * W / 2) := by ring
    have e2 : -b * -(W / 2) = b * W / 2 := by ring
    simp only [partitionFn, Fin.sum_univ_two, Matrix.cons_val_zero, Matrix.cons_val_one,
      Matrix.cons_val_fin_one]
    rw [e1, e2, Real.cosh_eq]
    ring
  have h0 : partitionFn b ![0, 0] = 2 := by
    norm_num [partitionFn, Fin.sum_univ_two]
  simp only [freeEnergy]
  rw [h1, h0, Real.log_mul two_ne_zero (Real.cosh_pos _).ne']
  ring

/-- The constant `1/8` is optimal: at every `b > 0` and for every `c < 1/8`, some splitting
`± W / 2` of a degenerate pair violates the lower bound with `c` in place of `1/8`. -/
theorem one_eighth_sharp {b c : ℝ} (hb : 0 < b) (hc : c < 1 / 8) :
    ∃ W : ℝ, 0 < W ∧ freeEnergy b ![W / 2, -(W / 2)] - freeEnergy b ![0, 0] <
      gibbsMean b ![0, 0] ![W / 2, -(W / 2)] - c * b * W ^ 2 := by
  have hd : 0 < 1 - 8 * c := by linarith
  obtain ⟨x, hx, hx2⟩ : ∃ x : ℝ, 0 < x ∧ x ^ 2 = 1 - 8 * c :=
    ⟨√(1 - 8 * c), Real.sqrt_pos.2 hd, Real.sq_sqrt hd.le⟩
  have hcosh : 1 + x ^ 2 / 2 ≤ Real.cosh x := by
    have h2 := Real.cosh_two_mul (x / 2)
    have h3 := Real.cosh_sq (x / 2)
    have h4 : x / 2 ≤ Real.sinh (x / 2) := Real.self_le_sinh_iff.2 (by positivity)
    have h5 := pow_le_pow_left₀ (by positivity : 0 ≤ x / 2) h4 2
    rw [show 2 * (x / 2) = x by ring] at h2
    nlinarith
  -- for y > 0, log y ≥ 1 - 1 / y; this turns `hcosh` into a lower bound on log cosh
  have hlog : 4 * c * x ^ 2 < Real.log (Real.cosh x) := by
    have h1 := Real.one_sub_inv_le_log_of_pos (Real.cosh_pos x)
    have hP : 0 < 1 - 4 * c * x ^ 2 := by
      rw [hx2]
      nlinarith [sq_nonneg (16 * c - 1)]
    have hQ : 1 < (1 - 4 * c * x ^ 2) * (1 + x ^ 2 / 2) := by
      rw [hx2]
      nlinarith [mul_pos (mul_pos hd hd) (by linarith : 0 < 1 / 2 - 2 * c)]
    have h2 : (Real.cosh x)⁻¹ < 1 - 4 * c * x ^ 2 := by
      rw [inv_eq_one_div, div_lt_iff₀ (Real.cosh_pos x)]
      exact hQ.trans_le (mul_le_mul_of_nonneg_left hcosh hP.le)
    linarith
  refine ⟨2 * x / b, by positivity, ?_⟩
  have hm : gibbsMean b ![0, 0] ![2 * x / b / 2, -(2 * x / b / 2)] = 0 := by
    simp [gibbsMean, Fin.sum_univ_two]
  have e1 : b * (2 * x / b) / 2 = x := by field_simp
  have e2 : c * b * (2 * x / b) ^ 2 = 1 / b * (4 * c * x ^ 2) := by
    field_simp
    ring
  rw [freeEnergy_splitPair, hm, e1, e2]
  have h := mul_lt_mul_of_pos_left hlog (one_div_pos.2 hb)
  linarith

end

end FirstOrderFreeEnergy
```

```lean
#print axioms FirstOrderFreeEnergy.firstOrder_error
#print axioms FirstOrderFreeEnergy.freeEnergy_sub_ge
#print axioms FirstOrderFreeEnergy.one_eighth_sharp
```

```
'FirstOrderFreeEnergy.firstOrder_error' depends on axioms: [propext, Classical.choice, Quot.sound]
'FirstOrderFreeEnergy.freeEnergy_sub_ge' depends on axioms: [propext, Classical.choice, Quot.sound]
'FirstOrderFreeEnergy.one_eighth_sharp' depends on axioms: [propext, Classical.choice, Quot.sound]
```

## What the Lean statements say about the levels

The finite type `ι` labels states, so a degenerate energy appears once for each state. `partitionFn b E`, `gibbsMean b E A` and `freeEnergy b E` are $Z$, the normalised thermal average and $-\frac1b\ln Z$. `coupled E V t` is the spectrum $E_i+tV_i$.

The hypothesis `hV : ∀ i, V i ∈ Icc a (a + W)` puts all corrections in a closed interval of full width $W$. If you know only $|V_i|\le w$, then $W=2w$. A common shift of all levels costs nothing, because it can be absorbed in $a$. A single level allows $W=0$, and the first-order result is then exact.

- `firstOrder_error` bounds the absolute error by $bW^2t^2/8$ for every $t\ge0$.
- `freeEnergy_sub_ge` is the lower bound at full coupling, written directly for the levels `E i + V i`. Neither theorem states the Gibbs–Bogoliubov upper bound, which is the sharper information on the other side.
- `one_eighth_sharp` says that for each $b>0$ and $c<1/8$ there is a splitting $W>0$ for which the bound with $c$ fails. The splitting may depend on $b$ and $c$. No smaller constant therefore works for all spectra, but the bound need not be close for your particular spectrum.

The step left to you is the passage from operators to lists. If the correction is an operator that doesn't commute with the old Hamiltonian, its diagonal matrix elements $V_i$ do not in general make $E_i+V_i$ the new eigenvalues. The theorems then describe the shifted list, not the true spectrum.

In finite-temperature electronic structure, the result bounds the free-energy error of keeping old thermal weights after a level-by-level correction of a finite many-body spectrum. In classical simulation, free-energy perturbation uses the exponential average $-\frac1b\ln\langle e^{-bV}\rangle_0$, which is exact when taken over the full Gibbs distribution. For finitely many configurations, the result bounds the error of replacing it by the plain average $\langle V\rangle_0$ of the energy difference. It doesn't cover the error of a finite sample.

## From Boltzmann sums to the two bounds

`hasDerivAt_boltzmannSum` differentiates $\sum_iA_ie^{-b(E_i+tV_i)}$ term by term. With $A=1$ it gives the slope of $Z$ in `hasDerivAt_partitionFn`; with $A=V$ it gives the slope of the numerator of $\langle V\rangle_t$. Since `partitionFn_pos` keeps $Z$ away from zero, the logarithm and quotient rules then yield `hasDerivAt_freeEnergy` and `hasDerivAt_gibbsMean`, the two derivatives found above.

`gibbsMean_quadratic` averages a quadratic polynomial in $V$ by linearity and normalisation. Inside `gibbsMean_drift`, it is applied to the two polynomials of the variance argument: `h1` comes from $(V_i-m)^2\ge0$ and `h2` from $(V_i-a)(a+W-V_i)\ge0$. The facts `h3` and `h4` are the resulting bounds $0\le\mathrm{Var}\le W^2/4$, with `nlinarith` completing the square.

No integral appears in the Lean proof. Both integrations use the Mathlib lemma `image_norm_le_of_norm_deriv_right_le_deriv_boundary`: a function that starts within a bound, and whose slope never exceeds the slope of that bound in absolute value, stays within it. In `gibbsMean_drift` the bound is $bW^2s/4$. In `firstOrder_error` it is $bW^2s^2/8$, whose slope is exactly the bound on the drift just established. `coupled_zero` supplies the starting value in both cases. `freeEnergy_sub_ge` sets $t=1$ and keeps the lower half of the absolute-value inequality.

`freeEnergy_splitPair` evaluates the two-level sums. In `one_eighth_sharp`, `hcosh` is the quadratic lower bound on $\cosh x$, while `hP` and `hQ` are the positivity of the first factor and the product inequality. Together they give `hlog`, that is, $4cx^2<\ln\cosh x$. The choice $W=2x/b$ turns this into the claimed violation.
